# Plane-wave phonons of a periodic embedded-atom chain with nearest-neighbour interactions

The phonons of a periodic chain of embedded atoms follow from the atomic mass and the second derivatives of its energy at the perfect lattice. These derivatives can either be postulated as force constants or be computed from the energy. Here they are computed, for displacements along the chain. The pair potential \(\phi\), the density contribution \(f\) and the embedding function \(F\) need only be twice differentiable at the arguments they have in the perfect lattice, so \(\phi\) may diverge at short distance.

## From the energy to the dispersion

Let \(u_j\) be the displacement of atom \(j\) along a chain of \(N\) atoms with spacing \(a\), indices taken modulo \(N\). Write \(d_j=u_{j+1}-u_j\), \(r_j=a+d_j\) and \(\rho_j=f(r_j)+f(r_{j-1})\). The energy is

\[E=\sum_j[\phi(r_j)+F(\rho_j)].\]

Along a second displacement \(v\), with \(e_j=v_{j+1}-v_j\), its slope is

\[\sum_j\bigl[\phi'(r_j)e_j+F'(\rho_j)\bigl(f'(r_j)e_j+f'(r_{j-1})e_{j-1}\bigr)\bigr].\]

Differentiate this along \(u\) at the perfect lattice, where \(r_j=a\) and \(\rho_j=2f(a)\):

\[\sum_j\bigl[\phi''d_je_j+F'f''(d_je_j+d_{j-1}e_{j-1})+F''f'^2(d_j+d_{j-1})(e_j+e_{j-1})\bigr].\]

A cyclic shift of the sum makes the two \(f''\) terms equal. With \(K=\phi''+2F'f''\) and \(G=F''f'^2\), this becomes

\[\sum_j\bigl[K\,d_je_j+G\,(u_{j+1}-u_{j-1})(v_{j+1}-v_{j-1})\bigr].\]

Taking \(v\) to be a unit displacement of atom \(i\) gives row \(i\) of the Hessian \(H\):

\[(Hu)_i=K(2u_i-u_{i+1}-u_{i-1})+G(2u_i-u_{i+2}-u_{i-2}).\]

For the plane wave \(z_j=e^{\mathrm i kj}\), \(k=2\pi m/N\) with \(m\) an integer, a shift by \(c\) sites multiplies \(z\) by \(e^{\mathrm i kc}\), also across the boundary because \(e^{\mathrm i kN}=1\). Since \(2-e^{\mathrm i\theta}-e^{-\mathrm i\theta}=4\sin^2(\theta/2)\), the choices \(\theta=k\) and \(\theta=2k\) give

\[Hz=\lambda z,\qquad \lambda=4K\sin^2(k/2)+4G\sin^2k.\]

## Four atoms with negative embedding curvature

Take \(N=4\), \(K=2\), \(G=-\tfrac14\). For \(m=0,1,2,3\) the formula gives \(\lambda=0,3,8,3\). Directly, \(m=1\) has \(z=(1,\mathrm i,-1,-\mathrm i)\), and at site 0 the Hessian gives \(2(2-\mathrm i+\mathrm i)-\tfrac14(2+1+1)=3\), as it should.

## The chain and its Hessian in Lean

Sites are elements of `ZMod N` with \(N\ge1\), so periodicity is built in. For \(N=1\) or \(2\), the two neighbours of an atom are periodic images of the same atom.

```lean
import Mathlib

open Filter Topology Matrix

namespace EmbeddedAtomPhonons

noncomputable section

variable {N : ℕ} [NeZero N]
```

The next definitions are \(d_j\), \(r_j\), \(\rho_j\), \(E\) and the slope.

```lean
/-- Elongation of the bond between sites `j` and `j + 1` of the periodic chain. -/
def stretch (u : ZMod N → ℝ) (j : ZMod N) : ℝ := u (j + 1) - u j

/-- Length of the bond between sites `j` and `j + 1`, for lattice spacing `a`. -/
def bond (a : ℝ) (u : ZMod N → ℝ) (j : ZMod N) : ℝ := a + stretch u j

/-- Host density at atom `j`: the sum of the contributions `f` of its two neighbours. -/
def density (f : ℝ → ℝ) (a : ℝ) (u : ZMod N → ℝ) (j : ZMod N) : ℝ :=
  f (bond a u j) + f (bond a u (j - 1))

/-- Embedded-atom energy: pair potential `φ` on each bond plus embedding energy `F` of each atom. -/
def eamEnergy (φ f F : ℝ → ℝ) (a : ℝ) (u : ZMod N → ℝ) : ℝ :=
  ∑ j, (φ (bond a u j) + F (density f a u j))

/-- Rate of change of the embedded-atom energy at displacement `w` in the direction `v`,
as given by the chain rule. -/
def energySlope (φ f F : ℝ → ℝ) (a : ℝ) (w v : ZMod N → ℝ) : ℝ :=
  ∑ j, (deriv φ (bond a w j) * stretch v j + deriv F (density f a w j) *
    (deriv f (bond a w j) * stretch v j + deriv f (bond a w (j - 1)) * stretch v (j - 1)))
```

Entry \((i,j)\) of `hessian` moves atom \(i\) in the inner derivative and atom \(j\) in the outer one. Lean's `deriv` returns zero where no derivative exists; `TwiceDiffAt` ensures that the derivatives used here are genuine.

```lean
/-- The matrix of second partial derivatives of an energy at zero displacement. -/
def hessian (E : (ZMod N → ℝ) → ℝ) : Matrix (ZMod N) (ZMod N) ℝ := fun i j =>
  deriv (fun s : ℝ => deriv (fun t : ℝ =>
    E (s • (Pi.single j 1 : ZMod N → ℝ) + t • (Pi.single i 1 : ZMod N → ℝ))) 0) 0

/-- `g` is differentiable near `x` and its derivative is differentiable at `x`. -/
def TwiceDiffAt (g : ℝ → ℝ) (x : ℝ) : Prop :=
  (∀ᶠ y in 𝓝 x, DifferentiableAt ℝ g y) ∧ DifferentiableAt ℝ (deriv g) x
```

The stiffness \(K\) contains an embedding term as well as the pair curvature.

```lean
/-- Effective bond stiffness `K = φ'' + 2 F' f''` at the perfect lattice. -/
def bondStiffness (φ f F : ℝ → ℝ) (a : ℝ) : ℝ :=
  deriv (deriv φ) a + 2 * deriv F (2 * f a) * deriv (deriv f) a

/-- Embedding curvature contribution `G = F'' (f')²` at the perfect lattice. -/
def embeddingStiffness (f F : ℝ → ℝ) (a : ℝ) : ℝ :=
  deriv (deriv F) (2 * f a) * deriv f a ^ 2
```

Despite its name, `dispersion` is the Hessian eigenvalue and not the frequency. For atoms of mass \(M\), the step to \(\omega^2=\lambda/M\) uses Newton's equation of motion, which is not part of the model.

```lean
/-- The function `4 K sin²(k/2) + 4 G sin²(k)` of the wavenumber `k`. -/
def dispersion (K G k : ℝ) : ℝ := 4 * K * Real.sin (k / 2) ^ 2 + 4 * G * Real.sin k ^ 2

/-- The wavenumber `k = 2 π m / N`, for `N` nonzero. -/
def wavenumber (N : ℕ) (m : ℤ) : ℝ := 2 * Real.pi * m / N
```

The wave is unnormalised; dividing it by \(\sqrt N\) gives a unit vector with the same eigenvalue.

```lean
/-- The plane wave `exp(i k j)` on the periodic chain, with `k = 2 π m / N`. -/
def planeWave (m : ℤ) (j : ZMod N) : ℂ :=
  Complex.exp (((wavenumber N m * (j.val : ℝ) : ℝ) : ℂ) * Complex.I)
```

## Differentiating the energy twice

`chain` is the chain rule along a line, and `bond_line` gives the rate at which a bond length changes along a displacement. Together they give the slope at any configuration where the potentials are differentiable.

```lean
private lemma chain {g h : ℝ → ℝ} {y c : ℝ} (hg : DifferentiableAt ℝ g y)
    (hh : HasDerivAt h c 0) (hy : h 0 = y) :
    HasDerivAt (fun t => g (h t)) (deriv g y * c) 0 := by
  subst hy
  exact hg.hasDerivAt.comp (0 : ℝ) hh

omit [NeZero N] in
private lemma bond_line (a : ℝ) (w v : ZMod N → ℝ) (j : ZMod N) :
    HasDerivAt (fun t : ℝ => bond a (w + t • v) j) (stretch v j) 0 := by
  have h : (fun t : ℝ => bond a (w + t • v) j) = fun t => bond a w j + t * stretch v j := by
    funext t
    simp only [bond, stretch, Pi.add_apply, Pi.smul_apply, smul_eq_mul]
    ring
  rw [h]
  exact (hasDerivAt_mul_const (stretch v j)).const_add (bond a w j)

/-- The slope formula is the derivative of the embedded-atom energy wherever the potentials are
differentiable at the bond lengths and densities that occur. -/
theorem energy_hasDerivAt {φ f F : ℝ → ℝ} {a : ℝ} (w v : ZMod N → ℝ)
    (hφ : ∀ j, DifferentiableAt ℝ φ (bond a w j)) (hf : ∀ j, DifferentiableAt ℝ f (bond a w j))
    (hF : ∀ j, DifferentiableAt ℝ F (density f a w j)) :
    HasDerivAt (fun t : ℝ => eamEnergy φ f F a (w + t • v)) (energySlope φ f F a w v) 0 := by
  unfold eamEnergy energySlope
  refine HasDerivAt.fun_sum fun j _ => ?_
  have hb := bond_line a w v
  have hb0 : ∀ j, bond a (w + (0 : ℝ) • v) j = bond a w j := by simp
  have hρ : HasDerivAt (fun t : ℝ => density f a (w + t • v) j)
      (deriv f (bond a w j) * stretch v j + deriv f (bond a w (j - 1)) * stretch v (j - 1)) 0 :=
    (chain (hf j) (hb j) (hb0 j)).fun_add (chain (hf (j - 1)) (hb (j - 1)) (hb0 (j - 1)))
  exact (chain (hφ j) (hb j) (hb0 j)).fun_add (chain (hF j) hρ (by simp))
```

To differentiate again, the slope formula is needed at all small displacements along `u`, not only at the perfect lattice; `hev` supplies this. The product rule then gives the second derivative, and `hs` is the cyclic shift.

```lean
/-- For potentials twice differentiable at the perfect lattice, the mixed second derivative of the
energy there is a bond term weighted by `K` plus a second-neighbour term weighted by `G`. -/
theorem second_variation {φ f F : ℝ → ℝ} {a : ℝ} (hφ : TwiceDiffAt φ a) (hf : TwiceDiffAt f a)
    (hF : TwiceDiffAt F (2 * f a)) (u v : ZMod N → ℝ) :
    deriv (fun s : ℝ => deriv (fun t : ℝ => eamEnergy φ f F a (s • u + t • v)) 0) 0 =
      ∑ j, (bondStiffness φ f F a * (stretch u j * stretch v j) + embeddingStiffness f F a *
        ((stretch u j + stretch u (j - 1)) * (stretch v j + stretch v (j - 1)))) := by
  have hb : ∀ j, HasDerivAt (fun s : ℝ => bond a (s • u) j) (stretch u j) 0 := fun j => by
    simpa only [zero_add] using bond_line a 0 u j
  have hb0 : ∀ j, bond a ((0 : ℝ) • u) j = a := by simp [bond, stretch]
  have hfa := hf.1.self_of_nhds
  have hρ : ∀ j, HasDerivAt (fun s : ℝ => density f a (s • u) j)
      (deriv f a * stretch u j + deriv f a * stretch u (j - 1)) 0 := fun j =>
    (chain hfa (hb j) (hb0 j)).fun_add (chain hfa (hb (j - 1)) (hb0 (j - 1)))
  have hρ0 : ∀ j, density f a ((0 : ℝ) • u) j = 2 * f a := fun j => by
    simp only [density, hb0]
    ring
  have hbt : ∀ j, Tendsto (fun s : ℝ => bond a (s • u) j) (𝓝 0) (𝓝 a) := fun j => by
    simpa only [hb0] using (hb j).continuousAt.tendsto
  have hρt : ∀ j, Tendsto (fun s : ℝ => density f a (s • u) j) (𝓝 0) (𝓝 (2 * f a)) := fun j => by
    simpa only [hρ0] using (hρ j).continuousAt.tendsto
  -- near the perfect lattice the inner derivative is the slope formula
  have hev : (fun s : ℝ => deriv (fun t : ℝ => eamEnergy φ f F a (s • u + t • v)) 0)
      =ᶠ[𝓝 0] fun s => energySlope φ f F a (s • u) v := by
    filter_upwards [eventually_all.2 fun j => (hbt j).eventually hφ.1,
      eventually_all.2 fun j => (hbt j).eventually hf.1,
      eventually_all.2 fun j => (hρt j).eventually hF.1] with s h1 h2 h3
    exact (energy_hasDerivAt (s • u) v h1 h2 h3).deriv
  rw [hev.deriv_eq]
  apply HasDerivAt.deriv
  unfold energySlope
  have hsum := HasDerivAt.fun_sum (u := Finset.univ) fun (j : ZMod N) (_ : j ∈ Finset.univ) =>
    ((chain hφ.2 (hb j) (hb0 j)).mul_const (stretch v j)).fun_add
      ((chain hF.2 (hρ j) (hρ0 j)).fun_mul
        (((chain hf.2 (hb j) (hb0 j)).mul_const (stretch v j)).fun_add
          ((chain hf.2 (hb (j - 1)) (hb0 (j - 1))).mul_const (stretch v (j - 1)))))
  refine hsum.congr_deriv ?_
  simp only [hb0, hρ0]
  -- a cyclic shift merges the two bond terms of each atom
  have hs : ∑ j, stretch u (j - 1) * stretch v (j - 1) = ∑ j, stretch u j * stretch v j :=
    Equiv.sum_comp (Equiv.subRight (1 : ZMod N)) (fun j => stretch u j * stretch v j)
  rw [← sub_eq_zero, ← Finset.sum_sub_distrib]
  calc _ = deriv F (2 * f a) * deriv (deriv f) a *
        (∑ j, stretch u (j - 1) * stretch v (j - 1) - ∑ j, stretch u j * stretch v j) := by
        rw [← Finset.sum_sub_distrib, Finset.mul_sum]
        refine Finset.sum_congr rfl fun j _ => ?_
        unfold bondStiffness embeddingStiffness
        ring
    _ = 0 := by rw [hs]; ring
```

## The Hessian acting on a wave

`sum_unit` inserts the unit displacement of atom \(i\). `hessian_mulVec` extends the resulting row formula to complex vectors, with the real Hessian mapped into the complex numbers.

```lean
private lemma sum_unit (K G : ℝ) (u : ZMod N → ℝ) (i : ZMod N) :
    ∑ l, (K * (stretch u l * stretch (Pi.single i 1) l) + G * ((stretch u l + stretch u (l - 1)) *
      (stretch (Pi.single i 1) l + stretch (Pi.single i 1) (l - 1)))) =
    K * (2 * u i - u (i + 1) - u (i - 1)) + G * (2 * u i - u (i + 2) - u (i - 2)) := by
  have h : ∀ (X : ZMod N → ℝ) (c : ZMod N),
      ∑ l, X l * (Pi.single i 1 : ZMod N → ℝ) (l + c) = X (i - c) := fun X c => by
    simp [Pi.single_apply, ← eq_sub_iff_add_eq]
  have h1 := h (fun l => K * stretch u l + G * (u (l + 1) - u (l - 1))) 1
  have h2 := h (fun l => K * stretch u l) 0
  have h3 := h (fun l => G * (u (l + 1) - u (l - 1))) (-1)
  have e1 : i - 1 - 1 = i - 2 := by ring
  have e2 : i - -1 + 1 = i + 2 := by ring
  have e3 : i - -1 - 1 = i := by ring
  simp only [stretch, sub_add_cancel, sub_zero, e1, e2, e3] at h1 h2 h3
  trans (K * (u i - u (i - 1)) + G * (u i - u (i - 2))) - K * (u (i + 1) - u i)
    - G * (u (i + 2) - u i)
  · rw [← h1, ← h2, ← h3, ← Finset.sum_sub_distrib, ← Finset.sum_sub_distrib]
    refine Finset.sum_congr rfl fun l _ => ?_
    simp only [stretch, sub_add_cancel, add_zero, ← sub_eq_add_neg]
    ring
  · ring

/-- For potentials twice differentiable at the perfect lattice, the Hessian couples first
neighbours through `K` and second neighbours through `G`. -/
theorem hessian_mulVec {φ f F : ℝ → ℝ} {a : ℝ} (hφ : TwiceDiffAt φ a) (hf : TwiceDiffAt f a)
    (hF : TwiceDiffAt F (2 * f a)) (z : ZMod N → ℂ) (i : ZMod N) :
    ((hessian (eamEnergy φ f F a)).map Complex.ofReal *ᵥ z) i =
      (bondStiffness φ f F a : ℂ) * (2 * z i - z (i + 1) - z (i - 1)) +
      (embeddingStiffness f F a : ℂ) * (2 * z i - z (i + 2) - z (i - 2)) := by
  have hs : ∀ x, ∑ j, (((Pi.single j 1 : ZMod N → ℝ) x : ℝ) : ℂ) * z j = z x := fun x => by
    rw [Finset.sum_eq_single x]
    · simp
    · intro j _ hj
      simp [hj.symm]
    · simp
  have he := fun j => (second_variation hφ hf hF (Pi.single j 1) (Pi.single i 1)).trans
    (sum_unit (bondStiffness φ f F a) (embeddingStiffness f F a) (Pi.single j 1) i)
  simp only [Matrix.mulVec, dotProduct, Matrix.map_apply, hessian, he]
  rw [← hs i, ← hs (i + 1), ← hs (i - 1), ← hs (i + 2), ← hs (i - 2)]
  simp only [Finset.mul_sum, ← Finset.sum_sub_distrib, ← Finset.sum_add_distrib]
  refine Finset.sum_congr rfl fun j _ => ?_
  simp only [Complex.ofReal_add, Complex.ofReal_sub, Complex.ofReal_mul, Complex.ofReal_ofNat]
  ring
```

The shift rule is proved by writing the wave as an additive character of `ZMod N`, which takes care of the boundary. `phase_sum` is the half-angle identity.

```lean
/-- Translating a plane wave by `c` sites multiplies it by the phase `exp(i k c)`. -/
theorem planeWave_shift (m : ℤ) (i x : ZMod N) (c : ℤ) (θ : ℝ) (hx : x = i + c)
    (hθ : θ = wavenumber N m * c) :
    planeWave m x = Complex.exp ((θ : ℂ) * Complex.I) * planeWave m i := by
  have key : ∀ n : ℤ, Complex.exp (((wavenumber N m * (n : ℝ) : ℝ) : ℂ) * Complex.I) =
      ZMod.stdAddChar ((m * n : ℤ) : ZMod N) := fun n => by
    rw [ZMod.stdAddChar_coe]
    congr 1
    simp only [wavenumber]
    push_cast
    ring
  have hp : ∀ j : ZMod N, planeWave m j = ZMod.stdAddChar ((m : ZMod N) * j) := fun j => by
    have h := key (j.val : ℤ)
    simp only [Int.cast_mul, Int.cast_natCast, ZMod.natCast_zmod_val] at h
    exact h
  rw [hθ, key c, hp x, hp i, hx, mul_add, AddChar.map_add_eq_mul, Int.cast_mul]
  exact mul_comm _ _

private lemma phase_sum (θ : ℝ) : 2 - Complex.exp ((θ : ℂ) * Complex.I) -
    Complex.exp (((-θ : ℝ) : ℂ) * Complex.I) = 4 * ((Real.sin (θ / 2) : ℝ) : ℂ) ^ 2 := by
  have h1 := Complex.cos_two_mul ((θ : ℂ) / 2)
  rw [show 2 * ((θ : ℂ) / 2) = θ by ring] at h1
  have h2 := Complex.sin_sq_add_cos_sq ((θ : ℂ) / 2)
  rw [Complex.exp_mul_I, Complex.exp_mul_I]
  push_cast
  rw [Complex.cos_neg, Complex.sin_neg]
  linear_combination (-2) * h1 - 4 * h2
```

The main theorem substitutes four shifts, by \(\pm1\) and \(\pm2\), and combines the two phase identities with weights \(K\) and \(G\). Its eigenvalues can serve as a reference for testing computed embedded-atom force constants, for displacements along a straight periodic chain of identical atoms with nearest-neighbour \(\phi\) and \(f\).

```lean
/-- Embedded-atom phonons: for potentials twice differentiable at the perfect lattice, each plane
wave is an eigenvector of the Hessian with eigenvalue `4 K sin²(k/2) + 4 G sin²(k)`. -/
theorem eam_phonon {φ f F : ℝ → ℝ} {a : ℝ} (hφ : TwiceDiffAt φ a) (hf : TwiceDiffAt f a)
    (hF : TwiceDiffAt F (2 * f a)) (m : ℤ) :
    (hessian (N := N) (eamEnergy φ f F a)).map Complex.ofReal *ᵥ planeWave m =
      ((dispersion (bondStiffness φ f F a) (embeddingStiffness f F a) (wavenumber N m) : ℝ) : ℂ) •
        planeWave m := by
  ext i
  have t1 := phase_sum (wavenumber N m)
  have t2 := phase_sum (2 * wavenumber N m)
  rw [show 2 * wavenumber N m / 2 = wavenumber N m by ring] at t2
  simp only [Complex.ofReal_mul, Complex.ofReal_ofNat] at t2
  -- neighbours differ from site `i` only by phases
  rw [hessian_mulVec hφ hf hF,
    planeWave_shift m i (i + 1) 1 (wavenumber N m) (by push_cast; ring) (by push_cast; ring),
    planeWave_shift m i (i - 1) (-1) (-wavenumber N m) (by push_cast; ring) (by push_cast; ring),
    planeWave_shift m i (i + 2) 2 (2 * wavenumber N m) (by push_cast; ring) (by push_cast; ring),
    planeWave_shift m i (i - 2) (-2) (-(2 * wavenumber N m)) (by push_cast; ring)
      (by push_cast; ring)]
  simp only [Pi.smul_apply, smul_eq_mul, dispersion, Complex.ofReal_add, Complex.ofReal_mul,
    Complex.ofReal_pow, Complex.ofReal_ofNat]
  linear_combination planeWave m i * (bondStiffness φ f F a : ℂ) * t1 +
    planeWave m i * (embeddingStiffness f F a : ℂ) * t2
```

## The harmonic chain and the sign of the eigenvalues

The energy \(\tfrac K2\sum_j(u_{j+1}-u_j)^2+\tfrac G2\sum_j(u_{j+1}-u_{j-1})^2\) is the special case \(\phi(r)=\tfrac K2r^2\), \(f(r)=r\), \(F(\rho)=\tfrac G2\rho^2\), with \(a=0\) as a formal device.

```lean
/-- The harmonic chain `½ K ∑ (u_(j+1) - u_j)² + ½ G ∑ (u_(j+1) - u_(j-1))²` has each plane wave
as eigenvector of its Hessian, with eigenvalue `4 K sin²(k/2) + 4 G sin²(k)`. -/
theorem harmonic_phonon (K G : ℝ) (m : ℤ) :
    (hessian (N := N) fun u => K / 2 * ∑ j, (u (j + 1) - u j) ^ 2 +
      G / 2 * ∑ j, (u (j + 1) - u (j - 1)) ^ 2).map Complex.ofReal *ᵥ planeWave m =
      ((dispersion K G (wavenumber N m) : ℝ) : ℂ) • planeWave m := by
  have q : ∀ c r : ℝ, HasDerivAt (fun r : ℝ => c / 2 * (r * r)) (c * r) r := fun c r =>
    (((hasDerivAt_id' r).fun_mul (hasDerivAt_id' r)).const_mul (c / 2)).congr_deriv (by ring)
  have q1 : ∀ c : ℝ, deriv (fun r : ℝ => c / 2 * (r * r)) = fun r => c * r := fun c =>
    funext fun r => (q c r).deriv
  have l : ∀ c r : ℝ, HasDerivAt (fun r : ℝ => c * r) c r := fun c r =>
    ((hasDerivAt_id' r).const_mul c).congr_deriv (by ring)
  have i1 : deriv (fun r : ℝ => r) = fun _ => (1 : ℝ) := funext fun r => (hasDerivAt_id' r).deriv
  have hq : ∀ c x : ℝ, TwiceDiffAt (fun r : ℝ => c / 2 * (r * r)) x := fun c x =>
    ⟨Eventually.of_forall fun r => (q c r).differentiableAt, by
      rw [q1]; exact (l c x).differentiableAt⟩
  have hi : TwiceDiffAt (fun r : ℝ => r) 0 :=
    ⟨Eventually.of_forall fun r => (hasDerivAt_id' r).differentiableAt, by
      rw [i1]; exact (hasDerivAt_const (0 : ℝ) (1 : ℝ)).differentiableAt⟩
  -- the harmonic chain is an embedded-atom chain with quadratic pair and embedding energies
  have hE : (fun u : ZMod N → ℝ => K / 2 * ∑ j, (u (j + 1) - u j) ^ 2 +
      G / 2 * ∑ j, (u (j + 1) - u (j - 1)) ^ 2) =
      eamEnergy (fun r => K / 2 * (r * r)) (fun r => r) (fun r => G / 2 * (r * r)) 0 := by
    funext u
    simp only [eamEnergy, density, bond, stretch, sub_add_cancel, Finset.mul_sum,
      ← Finset.sum_add_distrib]
    refine Finset.sum_congr rfl fun j _ => ?_
    ring
  have hK : bondStiffness (fun r => K / 2 * (r * r)) (fun r => r)
      (fun r => G / 2 * (r * r)) 0 = K := by
    simp only [bondStiffness, q1, i1, (l K 0).deriv, deriv_const]
    ring
  have hG : embeddingStiffness (fun r => r) (fun r => G / 2 * (r * r)) 0 = G := by
    simp only [embeddingStiffness, q1, i1, (l G _).deriv]
    ring
  have h := eam_phonon (N := N) (hq K 0) hi (hq G _) m
  rw [hK, hG] at h
  rw [hE]
  exact h
```

Finally, \(\sin k=2\sin(k/2)\cos(k/2)\) gives

\[\lambda=4\sin^2(k/2)\bigl[K\sin^2(k/2)+(K+4G)\cos^2(k/2)\bigr].\]

Hence \(K\ge0\) and \(K+4G\ge0\) exclude negative eigenvalues for all these plane waves, even when \(G\) is negative, as in the four-atom chain.

```lean
/-- If `K ≥ 0` and `K + 4 G ≥ 0`, then `4 K sin²(k/2) + 4 G sin²(k)` is nonnegative at every
wavenumber. -/
theorem dispersion_nonneg {K G : ℝ} (hK : 0 ≤ K) (hKG : 0 ≤ K + 4 * G) (k : ℝ) :
    0 ≤ dispersion K G k := by
  have h1 := Real.sin_two_mul (k / 2)
  rw [show 2 * (k / 2) = k by ring] at h1
  have h2 := Real.sin_sq_add_cos_sq (k / 2)
  have h3 : dispersion K G k = 4 * Real.sin (k / 2) ^ 2 *
      (K * Real.sin (k / 2) ^ 2 + (K + 4 * G) * Real.cos (k / 2) ^ 2) := by
    rw [dispersion, h1]
    linear_combination (-4) * K * Real.sin (k / 2) ^ 2 * h2
  rw [h3]
  positivity

end

end EmbeddedAtomPhonons
```

```lean
#print axioms EmbeddedAtomPhonons.eam_phonon
-- 'EmbeddedAtomPhonons.eam_phonon' depends on axioms: [propext, Classical.choice, Quot.sound]
#print axioms EmbeddedAtomPhonons.harmonic_phonon
-- 'EmbeddedAtomPhonons.harmonic_phonon' depends on axioms: [propext, Classical.choice, Quot.sound]
#print axioms EmbeddedAtomPhonons.dispersion_nonneg
-- 'EmbeddedAtomPhonons.dispersion_nonneg' depends on axioms: [propext, Classical.choice, Quot.sound]
```
